# The Centroid Virial Estimator as a Temperature Derivative at Fixed Scaled Coordinates

The temperature derivative of a ring-polymer weight depends on which coordinates stay fixed while the temperature changes. Here the fixed quantities are a point $c$ and displacements $u_j$, and the beads move with the inverse temperature $\beta>0$ according to

$$q_j(\beta)=c+\sqrt{\beta}\,u_j,\qquad j=0,\dots,P-1,\qquad \sum_j u_j=0 .$$

The model is one particle of mass $m$ in $\mathbb{R}^d$, in a potential $V$, represented by a closed ring of $P\ge 1$ beads. Minus the $\beta$-derivative of the logarithm of its weight in these scaled coordinates, with their volume factor included, taken at fixed $c$ and $u$, is then the centroid virial estimator, provided that $V$ is differentiable at the bead positions.

## From the ring-polymer weight to the virial term

Write $\bar V=\frac1P\sum_j V(q_j)$ for the mean potential, and let

$$S_\beta(q)=\frac{mP}{2\hbar^2\beta}\sum_j|q_{j+1}-q_j|^2,\qquad q_P=q_0,$$

be the spring action. The weight in bead coordinates is

$$W_\beta(q)=\left(\frac{mP}{2\pi\hbar^2\beta}\right)^{Pd/2}e^{-S_\beta(q)-\beta\bar V}.$$

At fixed centroid the ring has $(P-1)d$ internal coordinates. Each bead displacement is $\sqrt\beta$ times the corresponding $u_j$, so on passing to $u$ the volume element contributes one factor $\sqrt\beta$ per internal coordinate, $\beta^{(P-1)d/2}$ in all. The weight in scaled coordinates is therefore $\beta^{(P-1)d/2}\,W_\beta(q(\beta))$.

The point $c$ drops out of the difference of neighbouring beads, $q_{j+1}-q_j=\sqrt\beta\,(u_{j+1}-u_j)$. Each squared spring length is thus proportional to $\beta$, which cancels the $1/\beta$ in front:

$$S_\beta(q(\beta))=\frac{mP}{2\hbar^2}\sum_j|u_{j+1}-u_j|^2 .$$

This does not depend on $\beta$. The powers of $\beta$ combine to $\frac{(P-1)d}{2}-\frac{Pd}{2}=-\frac d2$, so

$$-\log\left[\beta^{(P-1)d/2}\,W_\beta(q(\beta))\right]=\frac d2\log\beta+\beta\bar V(\beta)-K,$$

where $K$ collects everything independent of $\beta$.

The first term has derivative $d/(2\beta)$. For the second, $dq_j/d\beta=u_j/(2\sqrt\beta)$, and hence $\beta\,dq_j/d\beta=\tfrac12\sqrt\beta\,u_j=\tfrac12(q_j-c)$. The product and chain rules give

$$\frac{d}{d\beta}\bigl[\beta\bar V\bigr]=\bar V+\frac1{2P}\sum_j DV(q_j)(q_j-c),$$

where $DV(q)(v)=\nabla V(q)\cdot v$. Since the $u_j$ sum to zero, the centroid $\bar q=\frac1P\sum_j q_j$ equals $c$, and the result is

$$\frac{d}{2\beta}+\bar V+\frac1{2P}\sum_j DV(q_j)(q_j-\bar q).$$

If the bead positions are held fixed instead, the spring action keeps its factor $1/\beta$. The same differentiation then gives the primitive estimator

$$\frac{Pd}{2\beta}-\frac{S_\beta(q)}{\beta}+\bar V .$$

In path-integral simulation of a single particle with finitely many beads, the primitive form subtracts a spring term from a kinetic term that grows with $P$, while the centroid virial form contains neither.

For $P=1$ the constraint forces $u_0=0$. The only bead sits at $c$, its spring joins it to itself and has length zero, and both estimators reduce to the classical expression $d/(2\beta)+V(c)$.

## Beads, weight and estimator as definitions

In Lean 4 with Mathlib:

```lean
import Mathlib

open Finset

namespace CentroidVirialEstimator

noncomputable section
```

The bead path is defined in any real normed space `E`, so the same definition serves $\mathbb{R}^d$ and the real line.

```lean
/-- Bead positions `q_j = c + √β u_j` at inverse temperature `β ≥ 0`. -/
def beads {E : Type*} [NormedAddCommGroup E] [NormedSpace ℝ E] {P : ℕ}
    (c : E) (u : Fin P → E) (β : ℝ) (j : Fin P) : E := c + √β • u j
```

The centroid and the mean potential are plain averages over the beads.

```lean
/-- The centroid, the mean position of `P ≥ 1` beads. -/
def centroid {E : Type*} [NormedAddCommGroup E] [NormedSpace ℝ E] {P : ℕ}
    (q : Fin P → E) : E := (P : ℝ)⁻¹ • ∑ j, q j

/-- The potential energy averaged over `P ≥ 1` beads. -/
def meanPotential {E : Type*} {P : ℕ} (V : E → ℝ) (q : Fin P → E) : ℝ :=
  (∑ j, V (q j)) / P
```

The index type `Fin P` has cyclic addition, so `j + 1` takes the last bead back to the first and closes the ring. The instance `NeZero P` says that there is at least one bead.

```lean
/-- The spring term of the closed ring polymer in the exponent of the weight,
for `ħ ≠ 0` and `β > 0`. -/
def springAction {E : Type*} [NormedAddCommGroup E] {P : ℕ} [NeZero P]
    (m ħ β : ℝ) (q : Fin P → E) : ℝ :=
  m * P / (2 * ħ ^ 2 * β) * ∑ j, ‖q (j + 1) - q j‖ ^ 2
```

The weight fixes the particle's space as `EuclideanSpace ℝ (Fin d)`, with its usual norm, and includes the free-particle prefactor.

```lean
/-- The ring-polymer weight of a particle in `d` dimensions, with its free-particle
prefactor, for `m > 0`, `ħ ≠ 0` and `β > 0`. -/
def weight {d P : ℕ} [NeZero P] (m ħ : ℝ) (V : EuclideanSpace ℝ (Fin d) → ℝ)
    (β : ℝ) (q : Fin P → EuclideanSpace ℝ (Fin d)) : ℝ :=
  (m * P / (2 * Real.pi * ħ ^ 2 * β)) ^ ((P * d : ℝ) / 2) *
    Real.exp (-springAction m ħ β q - β * meanPotential V q)
```

The volume factor $\beta^{(P-1)d/2}$ enters the scaled weight by definition; the change of variables behind it is the argument given above. What the proof supplies is its combination with the prefactor.

```lean
/-- The weight in the scaled coordinates `u`, with the factor `√β` for each of the
`(P - 1) d` internal coordinates, for `m > 0`, `ħ ≠ 0` and `β > 0`. -/
def scaledWeight {d P : ℕ} [NeZero P] (m ħ : ℝ) (V : EuclideanSpace ℝ (Fin d) → ℝ)
    (c : EuclideanSpace ℝ (Fin d)) (u : Fin P → EuclideanSpace ℝ (Fin d)) (β : ℝ) : ℝ :=
  β ^ (((P - 1) * d : ℝ) / 2) * weight m ħ V β (beads c u β)
```

In the estimator, `fderiv ℝ V (q j)` is the linear map $DV(q_j)$, applied to the displacement from the actual centroid of the beads.

```lean
/-- The centroid virial energy estimator in `d` dimensions, for `β > 0`, `P ≥ 1` and
`V` differentiable at the beads. -/
def centroidVirial {d P : ℕ} (V : EuclideanSpace ℝ (Fin d) → ℝ) (β : ℝ)
    (q : Fin P → EuclideanSpace ℝ (Fin d)) : ℝ :=
  d / (2 * β) + meanPotential V q +
    (∑ j, fderiv ℝ V (q j) (q j - centroid q)) / (2 * P)
```

## The centroid and the constant spring action

The first lemma sums the beads. The displacements contribute nothing by `hu`, and the $P$ copies of $c$ cancel the factor $1/P$.

```lean
/-- If the scaled displacements sum to zero, the centroid of the beads is `c`. -/
theorem centroid_beads {E : Type*} [NormedAddCommGroup E] [NormedSpace ℝ E] {P : ℕ}
    [NeZero P] {c : E} {u : Fin P → E} (hu : ∑ j, u j = 0) (β : ℝ) :
    centroid (beads c u β) = c := by
  have hP : (P : ℝ) ≠ 0 := Nat.cast_ne_zero.mpr (NeZero.ne P)
  simp only [centroid, beads, sum_add_distrib, ← smul_sum, hu, smul_zero, add_zero,
    sum_const, card_univ, Fintype.card_fin]
  rw [← Nat.cast_smul_eq_nsmul ℝ, smul_smul, inv_mul_cancel₀ hP, one_smul]
```

The next lemma is the cancellation in the spring action. The inner statement `h` is the proportionality of each squared spring length to $\beta$, obtained from $(\sqrt\beta)^2=\beta$. The right-hand side, `springAction m ħ 1 u`, is the constant $\frac{mP}{2\hbar^2}\sum_j|u_{j+1}-u_j|^2$ from the derivation. No condition on the sum of the $u_j$ is needed.

```lean
/-- In scaled coordinates the spring term is the same at every `β > 0`: it equals the
spring term of the displacements `u` at unit inverse temperature. -/
theorem springAction_beads {E : Type*} [NormedAddCommGroup E] [NormedSpace ℝ E] {P : ℕ}
    [NeZero P] (m ħ : ℝ) (c : E) (u : Fin P → E) {β : ℝ} (hβ : 0 < β) :
    springAction m ħ β (beads c u β) = springAction m ħ 1 u := by
  -- each squared spring length is proportional to β
  have h : ∀ j, ‖beads c u β (j + 1) - beads c u β j‖ ^ 2 = β * ‖u (j + 1) - u j‖ ^ 2 := by
    intro j
    have e : beads c u β (j + 1) - beads c u β j = √β • (u (j + 1) - u j) := by
      simp only [beads]
      module
    rw [e, norm_smul, mul_pow, Real.norm_eq_abs, sq_abs, Real.sq_sqrt hβ.le]
  have e : m * P / (2 * ħ ^ 2 * β) = m * P / (2 * ħ ^ 2) / β := (div_div _ _ _).symm
  simp only [springAction, h, ← mul_sum]
  rw [e, mul_one, ← mul_assoc, div_mul_cancel₀ _ hβ.ne']
```

## Splitting the logarithm and differentiating the potential

With $m>0$, $\hbar\ne0$ and $\beta>0$ the weight is positive, and its logarithm separates into prefactor, spring and potential parts.

```lean
/-- For `m > 0`, `ħ ≠ 0` and `β > 0`, the logarithm of the weight splits into prefactor,
spring and potential parts. -/
theorem log_weight {d P : ℕ} [NeZero P] {m ħ β : ℝ} (hm : 0 < m) (hħ : ħ ≠ 0) (hβ : 0 < β)
    (V : EuclideanSpace ℝ (Fin d) → ℝ) (q : Fin P → EuclideanSpace ℝ (Fin d)) :
    Real.log (weight m ħ V β q) =
      P * d / 2 * (Real.log (m * P / (2 * Real.pi * ħ ^ 2)) - Real.log β)
        - springAction m ħ β q - β * meanPotential V q := by
  have hP : 0 < P := Nat.pos_of_ne_zero (NeZero.ne P)
  have hA : 0 < m * P / (2 * Real.pi * ħ ^ 2) := by positivity
  have e : m * P / (2 * Real.pi * ħ ^ 2 * β) = m * P / (2 * Real.pi * ħ ^ 2) / β :=
    (div_div _ _ _).symm
  rw [weight, e, Real.log_mul (Real.rpow_pos_of_pos (div_pos hA hβ) _).ne'
    (Real.exp_ne_zero _), Real.log_rpow (div_pos hA hβ), Real.log_exp,
    Real.log_div hA.ne' hβ.ne']
  ring
```

The virial term comes from the following lemma. A statement `HasDerivAt f f' x` says that `f` is differentiable at `x` with derivative `f'`. In the proof, `hq` is the bead velocity $u_j/(2\sqrt\beta)$, `hVj` is the chain rule for each bead, and `hv` is the relation $q_j-c=2\beta\,dq_j/d\beta$ passed through the linear map $DV(q_j)$. The product rule then gives `hs`, and the last lines bring its derivative into the stated form.

```lean
/-- For `β > 0` and `V` differentiable at the beads, the derivative of `β` times the mean
potential along the scaled path is the mean potential plus the virial term about `c`. -/
theorem hasDerivAt_potential {E : Type*} [NormedAddCommGroup E] [NormedSpace ℝ E] {P : ℕ}
    {V : E → ℝ} {c : E} {u : Fin P → E} {β : ℝ} (hβ : 0 < β)
    (hV : ∀ j, DifferentiableAt ℝ V (beads c u β j)) :
    HasDerivAt (fun b => b * meanPotential V (beads c u b))
      (meanPotential V (beads c u β) +
        (∑ j, fderiv ℝ V (beads c u β j) (beads c u β j - c)) / (2 * P)) β := by
  have hq : ∀ j, HasDerivAt (fun b => beads c u b j) ((1 / (2 * √β)) • u j) β := fun j =>
    ((Real.hasDerivAt_sqrt hβ.ne').smul_const (u j)).const_add c
  have hVj : ∀ j, HasDerivAt (fun b => V (beads c u b j))
      (fderiv ℝ V (beads c u β j) ((1 / (2 * √β)) • u j)) β := fun j =>
    (hV j).hasFDerivAt.comp_hasDerivAt β (hq j)
  -- the displacement from c is 2β times the velocity dq/dβ
  have hv : ∀ j, fderiv ℝ V (beads c u β j) (beads c u β j - c) =
      2 * β * fderiv ℝ V (beads c u β j) ((1 / (2 * √β)) • u j) := by
    intro j
    have hsq : √β * √β = β := Real.mul_self_sqrt hβ.le
    have h2 : 2 * β * (1 / (2 * √β)) = √β := by
      rw [mul_one_div, div_eq_iff (by positivity)]
      linear_combination (-2) * hsq
    have e : beads c u β j - c = (2 * β) • ((1 / (2 * √β)) • u j) := by
      rw [smul_smul, h2, beads, add_sub_cancel_left]
    rw [e, map_smul _ (2 * β), smul_eq_mul]
  have hs := (hasDerivAt_id' β).fun_mul
    ((HasDerivAt.fun_sum fun j (_ : j ∈ univ) => hVj j).div_const (P : ℝ))
  refine hs.congr_deriv ?_
  simp only [hv, ← mul_sum, meanPotential]
  ring
```

Differentiability of $V$ is required only at the bead positions for the given $\beta$, so a potential with a singularity elsewhere is allowed.

## The estimator in $d$ dimensions

The main theorem joins these parts. Its hypotheses are positive mass and inverse temperature, nonzero $\hbar$, displacements summing to zero, and $V$ differentiable at the beads. The derivative is taken in `b`, with `c` and `u` held fixed.

```lean
/-- Centroid virial estimator: for `m > 0`, `ħ ≠ 0`, `β > 0`, displacements summing to zero
and `V` differentiable at the beads, it is minus the `β`-derivative of the logarithm of the
scaled weight at fixed `c` and `u`. -/
theorem centroid_virial {d P : ℕ} [NeZero P] {m ħ β : ℝ} (hm : 0 < m) (hħ : ħ ≠ 0)
    (hβ : 0 < β) {V : EuclideanSpace ℝ (Fin d) → ℝ} {c : EuclideanSpace ℝ (Fin d)}
    {u : Fin P → EuclideanSpace ℝ (Fin d)} (hu : ∑ j, u j = 0)
    (hV : ∀ j, DifferentiableAt ℝ V (beads c u β j)) :
    HasDerivAt (fun b => -Real.log (scaledWeight m ħ V c u b))
      (centroidVirial V β (beads c u β)) β := by
  have h := (((Real.hasDerivAt_log hβ.ne').const_mul ((d : ℝ) / 2)).fun_add
    (hasDerivAt_potential hβ hV)).sub_const
      (P * d / 2 * Real.log (m * P / (2 * Real.pi * ħ ^ 2)) - springAction m ħ 1 u)
  refine (h.congr_of_eventuallyEq ?_).congr_deriv ?_
  · -- prefactor and scaling factor combine to β^(-d/2)
    filter_upwards [lt_mem_nhds hβ] with b hb
    have hP : 0 < P := Nat.pos_of_ne_zero (NeZero.ne P)
    have hw : 0 < weight m ħ V b (beads c u b) := by
      unfold weight
      positivity
    rw [scaledWeight, Real.log_mul (Real.rpow_pos_of_pos hb _).ne' hw.ne',
      Real.log_rpow hb, log_weight hm hħ hb, springAction_beads m ħ c u hb]
    ring
  · rw [centroidVirial, centroid_beads hu]
    ring
```

Here `h` differentiates $\frac d2\log b+b\bar V(b)-K$. Two things remain to be checked. First, this function must agree with minus the logarithm of the scaled weight near $\beta$; it does so for every $b>0$, by the splitting of the logarithm and the constancy of the spring action. Second, the derivative must be the defined estimator, and `centroid_beads` supplies this by replacing the centroid with $c$.

The theorem concerns a single configuration. To read the estimator's average as the energy $-\partial_\beta\log Z$ of the $P$-bead partition function $Z$, one must also integrate over $c$ and $u$ and exchange that integral with the derivative, a step for which no proof is given here. The limit $P\to\infty$, several particles and exchange of identical particles are likewise not treated.

## One dimension without the constraint on the displacements

The one-dimensional theorem starts from the reduced weight $\beta^{-1/2}\exp\bigl[-\frac{\beta}{P}\sum_jV(q_j)\bigr]$, from which the constant spring factor has already been removed. It does not ask the $u_j$ to sum to zero, so its virial term is measured from $c$, which need not be the centroid:

$$\frac1{2\beta}+\bar V+\frac1{2P}\sum_j(q_j-c)V'(q_j).$$

The identity holds for any $c$ and $u$, but this does not make the expression an energy estimator about any chosen point. The factor $\beta^{-1/2}$ belongs to $P-1$ scaled coordinates, with $c$ itself varying from one configuration to the next, as when $c$ is the centroid or the position of one bead ($u_0=0$). If $c$ is instead a point fixed in space, all $P$ coordinates are scaled, the powers of $\beta$ cancel completely, and the term $1/(2\beta)$ must be left out.

The proof uses the same potential lemma and rewrites the linear map $DV(q_j)$ as multiplication by the ordinary derivative $V'(q_j)$.

```lean
/-- In one dimension, for `P ≥ 1`, `β > 0` and `V` differentiable at the beads, minus the
`β`-derivative of the logarithm of `β^(-1/2)` times the exponential of minus `β` times the mean
potential, at any fixed `c` and `u`, is `1 / (2β)` plus the mean potential plus the virial term
about `c`. -/
theorem centroid_virial_one_dim {P : ℕ} [NeZero P] {V : ℝ → ℝ} {c β : ℝ} {u : Fin P → ℝ}
    (hβ : 0 < β) (hV : ∀ j, DifferentiableAt ℝ V (beads c u β j)) :
    HasDerivAt (fun b => -Real.log (b ^ (-(1 / 2) : ℝ) *
        Real.exp (-(b / P * ∑ j, V (beads c u b j)))))
      (1 / (2 * β) + meanPotential V (beads c u β) +
        1 / (2 * P) * ∑ j, (beads c u β j - c) * deriv V (beads c u β j)) β := by
  have h := ((Real.hasDerivAt_log hβ.ne').const_mul (1 / 2 : ℝ)).fun_add
    (hasDerivAt_potential hβ hV)
  refine (h.congr_of_eventuallyEq ?_).congr_deriv ?_
  · filter_upwards [lt_mem_nhds hβ] with b hb
    rw [Real.log_mul (Real.rpow_pos_of_pos hb _).ne' (Real.exp_ne_zero _),
      Real.log_rpow hb, Real.log_exp, meanPotential]
    ring
  · simp only [fderiv_eq_smul_deriv, smul_eq_mul]
    ring
```

## The primitive estimator at fixed beads

In the last theorem `q` does not move with `b`, so $V$ is only evaluated and needs no differentiability. The step `hs` writes the spring action as a constant times $1/b$. Its derivative produces the term $-S_\beta(q)/\beta$ that is missing from the centroid virial form.

```lean
/-- Primitive estimator: for `m > 0`, `ħ ≠ 0` and `β > 0`, minus the `β`-derivative of the logarithm
of the weight at fixed bead positions is `P d / (2β)`, minus the spring action divided by `β`, plus
the mean potential. -/
theorem primitive_estimator {d P : ℕ} [NeZero P] {m ħ β : ℝ} (hm : 0 < m) (hħ : ħ ≠ 0)
    (hβ : 0 < β) (V : EuclideanSpace ℝ (Fin d) → ℝ)
    (q : Fin P → EuclideanSpace ℝ (Fin d)) :
    HasDerivAt (fun b => -Real.log (weight m ħ V b q))
      (P * d / (2 * β) - springAction m ħ β q / β + meanPotential V q) β := by
  have hs : ∀ b, springAction m ħ b q = springAction m ħ 1 q * b⁻¹ := by
    intro b
    simp only [springAction, mul_one]
    ring
  have h := ((((Real.hasDerivAt_log hβ.ne').const_mul ((P * d : ℝ) / 2)).fun_add
    ((hasDerivAt_inv hβ.ne').const_mul (springAction m ħ 1 q))).fun_add
    ((hasDerivAt_id' β).mul_const (meanPotential V q))).sub_const
      (P * d / 2 * Real.log (m * P / (2 * Real.pi * ħ ^ 2)))
  refine (h.congr_of_eventuallyEq ?_).congr_deriv ?_
  · filter_upwards [lt_mem_nhds hβ] with b hb
    rw [log_weight hm hħ hb, hs b]
    ring
  · rw [hs β]
    ring

end

end CentroidVirialEstimator
```

```lean
#print axioms CentroidVirialEstimator.centroid_virial
-- 'CentroidVirialEstimator.centroid_virial' depends on axioms: [propext, Classical.choice, Quot.sound]
#print axioms CentroidVirialEstimator.centroid_virial_one_dim
-- 'CentroidVirialEstimator.centroid_virial_one_dim' depends on axioms: [propext, Classical.choice, Quot.sound]
#print axioms CentroidVirialEstimator.primitive_estimator
-- 'CentroidVirialEstimator.primitive_estimator' depends on axioms: [propext, Classical.choice, Quot.sound]
```
